# At least one tilt with 2 ≤ c kF tan θ ≤ 2√2 cancels the azimuth-averaged interlayer velocity on a circular Fermi line

Consider a layered metal with layer spacing c, an isotropic in-plane dispersion with a circular Fermi line of radius kF, and an interlayer hopping t so weak that its effects on the shape of the orbit and on the rate of motion around it are neglected. In units with ħ = 1, the interlayer energy and velocity at interlayer wave number k are

ε(k) = −2t cos(ck),  v(k) = dε/dk.

A magnetic field is tilted by θ from the layer normal, towards the direction φ = 0. At azimuth φ the in-plane wave vector is (kF cos φ, kF sin φ), and the interlayer wave number on the orbit labelled by k₀ is

k_z(φ) = k₀ − kF tan θ cos φ.

The orbit average is the uniform mean over azimuth,

⟨f⟩ = (1/2π) ∫₀^{2π} f(φ) dφ,

and J(z) = ⟨cos(z cos φ)⟩. This is the integral form of the Bessel function J₀, although only the integral is used below.

## The factorised velocity and the bracket for its zero

For all real κ and z,

⟨sin(κ + z cos φ)⟩ = J(z) sin κ,

1 − z²/4 ≤ J(z) ≤ (1 − z²/8)².

The identity gives the averaged velocity on every orbit:

⟨v⟩ = v(k₀) J(c kF tan θ).

For c, kF > 0, the bounds then give an angle θ in (0, π/2), with c kF tan θ in [2, 2√2], at which ⟨v⟩ = 0 for every k₀ and every t. Conversely, if t and c are nonzero and ⟨v⟩ vanishes for every k₀, then J(c kF tan θ) = 0 and |c kF tan θ| ≥ 2.

## Orbit averages and root brackets in transport codes

For weakly coupled layers with an isotropic in-plane dispersion, a semiclassical transport code that averages velocities over cyclotron orbits can compare its quadrature with the factorised form. The ratio ⟨v⟩/v(k₀) should not depend on k₀ wherever v(k₀) ≠ 0. On a grid of an even number of equally spaced azimuths around the circle, with 0 and 2π counted as one point, the sine term cancels in pairs, up to rounding. The ratio is then independent of k₀ even when the grid is too coarse to give J correctly, so the value of J needs its own convergence check.

A root search for the angle can start from z = 2 and z = 2√2, where J is nonnegative and nonpositive respectively. The search should be made on J, or on an orbit with sin(ck₀) ≠ 0: when sin(ck₀) = 0, the average vanishes at every tilt and says nothing about the angle.

## From a half-turn in azimuth to the tilt angle

The orbit lies in a plane perpendicular to the field, because for cos θ ≠ 0

kF cos φ sin θ + k_z(φ) cos θ = k₀ cos θ,

which is independent of φ. Differentiating the energy gives v(k) = 2tc sin(ck).

Since cos(φ + π) = −cos φ, shifting the second half of the integral by π gives

∫_π^{2π} sin(z cos φ) dφ = −∫₀^π sin(z cos φ) dφ,

so ⟨sin(z cos φ)⟩ = 0. The addition formula

sin(κ + z cos φ) = sin κ cos(z cos φ) + cos κ sin(z cos φ)

then averages to J(z) sin κ. With κ = ck₀ and z = −c kF tan θ, and because J is even,

⟨v⟩ = 2tc sin(ck₀) J(c kF tan θ) = v(k₀) J(c kF tan θ).

The bounds on J come from

1 − x²/2 ≤ cos x ≤ 1 − x²/2 + x⁴/24.

The lower one follows from cos x = 1 − 2 sin²(x/2) and |sin u| ≤ |u|. For the upper one, let g(y) = sin y − y + y³/6. Its derivative, cos y − 1 + y²/2, is nonnegative and g(0) = 0, so sin y ≥ y − y³/6 for y ≥ 0. If y² ≤ 6, the right side is nonnegative and squaring gives

sin² y ≥ y² − y⁴/3 + y⁶/36 ≥ y² − y⁴/3,

cos 2y = 1 − 2 sin² y ≤ 1 − 2y² + 2y⁴/3.

If y² ≥ 6, the last expression is at least 1, so the bound still holds. Setting y = |x|/2 gives the quartic bound.

Now put x = z cos φ and average. From cos² φ = (1 + cos 2φ)/2 and cos⁴ φ = (3 + 4 cos 2φ + cos 4φ)/8, the means are 1/2 and 3/8. Hence

J(z) ≥ 1 − z²/4,

J(z) ≤ 1 − z²/4 + z⁴/64 = (1 − z²/8)².

Thus J(2) ≥ 0 and J(2√2) ≤ 0. Since J is continuous, it has a zero z in [2, 2√2], and θ = arctan(z/(c kF)) is the required angle.

For the converse, take k₀ = π/(2c). There v(k₀) = 2tc ≠ 0, so a vanishing average forces J(c kF tan θ) = 0. The lower bound at this zero reads 0 ≥ 1 − (c kF tan θ)²/4, which gives |c kF tan θ| ≥ 2.

## Lean source for the orbit average and the tilt angle

```lean
import Mathlib

open Real

namespace YamajiAngle

noncomputable section

/-- The mean of a quantity over the azimuth `φ` of a cyclotron orbit. -/
def orbitMean (f : ℝ → ℝ) : ℝ := (∫ φ in (0 : ℝ)..(2 * π), f φ) / (2 * π)

/-- The mean of `cos (z cos φ)` over one turn. -/
def J (z : ℝ) : ℝ := orbitMean (fun φ => cos (z * cos φ))

/-- The interlayer energy for hopping `t` and layer spacing `c`. -/
def interlayerEnergy (t c k : ℝ) : ℝ := -2 * t * cos (c * k)

/-- The interlayer velocity, the derivative of the energy in units with `ħ = 1`. -/
def interlayerVelocity (t c k : ℝ) : ℝ := deriv (interlayerEnergy t c) k

/-- The interlayer wave number along an orbit on a cylinder of radius `kF`, in a field
tilted by `θ` from the layer normal; the domain is `cos θ ≠ 0`. -/
def orbitKz (k₀ kF θ φ : ℝ) : ℝ := k₀ - kF * tan θ * cos φ

/-- The interlayer velocity averaged over the azimuth of the orbit; the domain is
`cos θ ≠ 0`. -/
def meanVelocity (t c kF θ k₀ : ℝ) : ℝ :=
  orbitMean (fun φ => interlayerVelocity t c (orbitKz k₀ kF θ φ))

/-- The wave vector on the orbit has a constant component along the tilted field. -/
theorem orbitKz_plane (k₀ kF θ φ : ℝ) (h : cos θ ≠ 0) :
    kF * cos φ * sin θ + orbitKz k₀ kF θ φ * cos θ = k₀ * cos θ := by
  unfold orbitKz
  linear_combination (-(kF * cos φ)) * Real.tan_mul_cos h

/-- The interlayer velocity is `2 t c sin (c k)`. -/
theorem interlayerVelocity_eq (t c k : ℝ) :
    interlayerVelocity t c k = 2 * t * c * sin (c * k) := by
  have h := (((hasDerivAt_id' k).const_mul c).cos).const_mul (-2 * t)
  have hd : HasDerivAt (interlayerEnergy t c) (2 * t * c * sin (c * k)) k :=
    h.congr_deriv (by ring)
  exact hd.deriv

/-- The cosine is at most its fourth-order Taylor polynomial at `0`. -/
theorem cos_le_quartic (x : ℝ) : cos x ≤ 1 - x ^ 2 / 2 + x ^ 4 / 24 := by
  have hd : ∀ y : ℝ, HasDerivAt (fun y : ℝ => sin y - y + y ^ 3 / 6)
      (cos y - 1 + y ^ 2 / 2) y := by
    intro y
    have h := ((Real.hasDerivAt_sin y).fun_sub (hasDerivAt_id' y)).fun_add
      ((hasDerivAt_pow 3 y).div_const 6)
    exact h.congr_deriv (by
      simp only [Nat.cast_ofNat, show (3 : ℕ) - 1 = 2 from rfl]
      ring)
  have hm : Monotone (fun y : ℝ => sin y - y + y ^ 3 / 6) := by
    apply monotone_of_deriv_nonneg (fun y => (hd y).differentiableAt)
    intro y
    rw [(hd y).deriv]
    linarith [Real.one_sub_sq_div_two_le_cos (x := y)]
  -- the half-angle formula turns the cubic bound on sine into the quartic bound
  have key : ∀ y : ℝ, 0 ≤ y → cos (2 * y) ≤ 1 - 2 * y ^ 2 + 2 * y ^ 4 / 3 := by
    intro y hy
    have h0 : sin 0 - 0 + (0 : ℝ) ^ 3 / 6 ≤ sin y - y + y ^ 3 / 6 := hm hy
    rw [Real.sin_zero] at h0
    have h1 : y - y ^ 3 / 6 ≤ sin y := by linarith
    rcases le_total (y ^ 2) 6 with h6 | h6
    · have h2 : 0 ≤ y - y ^ 3 / 6 := by
        nlinarith [mul_nonneg hy (sub_nonneg.2 h6)]
      have h3 := pow_le_pow_left₀ h2 h1 2
      have h4 : 0 ≤ y ^ 6 := by positivity
      have h5 : cos (2 * y) = 1 - 2 * sin y ^ 2 := by
        rw [Real.cos_two_mul]
        linarith [Real.sin_sq_add_cos_sq y]
      rw [h5]
      nlinarith
    · have h2 := Real.cos_le_one (2 * y)
      nlinarith [mul_nonneg (sq_nonneg y) (sub_nonneg.2 h6), sq_nonneg y]
  have h := key (|x| / 2) (by positivity)
  have e : 2 * (|x| / 2) = |x| := by ring
  have e4 : |x| ^ 4 = x ^ 4 := by
    calc |x| ^ 4 = (|x| ^ 2) ^ 2 := by ring
      _ = x ^ 4 := by rw [sq_abs]; ring
  rw [e, Real.cos_abs, div_pow, div_pow, sq_abs, e4] at h
  linarith

/-- The orbit mean of an even quartic polynomial in `cos φ`. -/
theorem orbitMean_quartic (a b : ℝ) :
    orbitMean (fun φ => 1 - a * cos φ ^ 2 + b * cos φ ^ 4) = 1 - a / 2 + 3 * b / 8 := by
  have h2 : ∫ φ in (0 : ℝ)..(2 * π), cos φ ^ 2 = π := by
    rw [integral_cos_sq, Real.sin_two_pi, Real.sin_zero]
    ring
  have h4 : ∫ φ in (0 : ℝ)..(2 * π), cos φ ^ 4 = 3 * π / 4 := by
    have h := integral_cos_pow (a := 0) (b := 2 * π) 2
    rw [h2, Real.sin_two_pi, Real.sin_zero] at h
    refine h.trans ?_
    push_cast
    ring
  unfold orbitMean
  rw [intervalIntegral.integral_add, intervalIntegral.integral_sub,
    intervalIntegral.integral_const_mul, intervalIntegral.integral_const_mul, h2, h4,
    intervalIntegral.integral_const, smul_eq_mul, div_eq_iff (by positivity)]
  · ring
  all_goals exact Continuous.intervalIntegrable (by fun_prop) _ _

/-- Polynomial bounds on the orbit mean `J`. -/
theorem J_bounds (z : ℝ) : 1 - z ^ 2 / 4 ≤ J z ∧ J z ≤ (1 - z ^ 2 / 8) ^ 2 := by
  have mono : ∀ f g : ℝ → ℝ, Continuous f → Continuous g → (∀ φ, f φ ≤ g φ) →
      orbitMean f ≤ orbitMean g := by
    intro f g hf hg h
    exact div_le_div_of_nonneg_right (intervalIntegral.integral_mono (by positivity)
      (hf.intervalIntegrable _ _) (hg.intervalIntegrable _ _) h) (by positivity)
  constructor
  · have h := mono (fun φ => 1 - z ^ 2 / 2 * cos φ ^ 2 + 0 * cos φ ^ 4)
      (fun φ => cos (z * cos φ)) (by fun_prop) (by fun_prop) (fun φ => by
        have := Real.one_sub_sq_div_two_le_cos (x := z * cos φ)
        linarith [mul_pow z (cos φ) 2])
    rw [orbitMean_quartic] at h
    change _ ≤ J z at h
    linarith
  · have h := mono (fun φ => cos (z * cos φ))
      (fun φ => 1 - z ^ 2 / 2 * cos φ ^ 2 + z ^ 4 / 24 * cos φ ^ 4)
      (by fun_prop) (by fun_prop) (fun φ => by
        have := cos_le_quartic (z * cos φ)
        linarith [mul_pow z (cos φ) 2, mul_pow z (cos φ) 4])
    rw [orbitMean_quartic] at h
    change J z ≤ _ at h
    linarith

/-- The mean of a phase-shifted sine over the orbit factorizes. -/
theorem orbitMean_sin (κ z : ℝ) :
    orbitMean (fun φ => sin (κ + z * cos φ)) = J z * sin κ := by
  have hi : ∀ a b : ℝ, IntervalIntegrable (fun φ => sin (z * cos φ))
      MeasureTheory.volume a b :=
    fun a b => Continuous.intervalIntegrable (by fun_prop) a b
  -- half a turn reverses the sign of the odd part
  have h := intervalIntegral.integral_comp_add_right (a := 0) (b := π)
    (fun φ => sin (z * cos φ)) π
  simp only [Real.cos_add_pi, mul_neg, Real.sin_neg, intervalIntegral.integral_neg,
    zero_add] at h
  rw [← two_mul] at h
  have hsplit := intervalIntegral.integral_add_adjacent_intervals (hi 0 π) (hi π (2 * π))
  have hodd : ∫ φ in (0 : ℝ)..(2 * π), sin (z * cos φ) = 0 := by linarith
  simp only [J, orbitMean, Real.sin_add]
  rw [intervalIntegral.integral_add, intervalIntegral.integral_const_mul,
    intervalIntegral.integral_const_mul, hodd]
  · ring
  all_goals exact Continuous.intervalIntegrable (by fun_prop) _ _

/-- The orbit-averaged velocity is the velocity at `k₀` times `J (c kF tan θ)`. -/
theorem meanVelocity_eq (t c kF θ k₀ : ℝ) :
    meanVelocity t c kF θ k₀ = interlayerVelocity t c k₀ * J (c * kF * tan θ) := by
  have hJ : J (-(c * kF * tan θ)) = J (c * kF * tan θ) := by
    simp only [J, neg_mul, Real.cos_neg]
  have e : (fun φ => interlayerVelocity t c (orbitKz k₀ kF θ φ)) =
      fun φ => 2 * t * c * sin (c * k₀ + -(c * kF * tan θ) * cos φ) := by
    funext φ
    have h : c * (k₀ - kF * tan θ * cos φ) =
        c * k₀ + -(c * kF * tan θ) * cos φ := by ring
    rw [interlayerVelocity_eq, orbitKz, h]
  have hm : ∀ f : ℝ → ℝ, orbitMean (fun φ => 2 * t * c * f φ) =
      2 * t * c * orbitMean f := by
    intro f
    simp only [orbitMean, intervalIntegral.integral_const_mul, mul_div_assoc]
  rw [meanVelocity, e]
  refine (hm (fun φ => sin (c * k₀ + -(c * kF * tan θ) * cos φ))).trans ?_
  rw [orbitMean_sin, hJ, interlayerVelocity_eq]
  ring

/-- There is a tilt angle, with `c kF tan θ` between `2` and `2√2`, at which the averaged
interlayer velocity vanishes on every orbit and for every hopping. -/
theorem exists_yamaji_angle (c kF : ℝ) (hc : 0 < c) (hk : 0 < kF) :
    ∃ θ ∈ Set.Ioo 0 (π / 2), c * kF * tan θ ∈ Set.Icc 2 (2 * √2) ∧
      ∀ t k₀, meanVelocity t c kF θ k₀ = 0 := by
  have hs : √2 ^ 2 = (2 : ℝ) := Real.sq_sqrt (by norm_num)
  have hle : (2 : ℝ) ≤ 2 * √2 := by nlinarith [Real.sqrt_nonneg 2]
  have hcont : Continuous J := by
    have h : Continuous (fun z : ℝ => ∫ φ in (0 : ℝ)..(2 * π), cos (z * cos φ)) :=
      intervalIntegral.continuous_parametric_intervalIntegral_of_continuous'
        (f := fun z φ : ℝ => cos (z * cos φ))
        (by simp only [Function.uncurry_def]; fun_prop) _ _
    exact h.div_const (2 * π)
  have hlo : 0 ≤ J 2 := by linarith [(J_bounds 2).1]
  have hhi : J (2 * √2) ≤ 0 := by
    have h := (J_bounds (2 * √2)).2
    rw [mul_pow, hs] at h
    norm_num at h
    exact h
  -- the intermediate value theorem gives the zero, the arctangent gives the angle
  obtain ⟨z, hz, hz0⟩ := intermediate_value_Icc' hle hcont.continuousOn ⟨hhi, hlo⟩
  have hpos : 0 < z / (c * kF) := div_pos (by linarith [hz.1]) (mul_pos hc hk)
  have harc := Real.arctan_strictMono hpos
  rw [Real.arctan_zero] at harc
  have htan : c * kF * tan (arctan (z / (c * kF))) = z := by
    rw [Real.tan_arctan]
    exact mul_div_cancel₀ z (mul_pos hc hk).ne'
  refine ⟨arctan (z / (c * kF)), ⟨harc, Real.arctan_lt_pi_div_two _⟩, ?_, ?_⟩
  · rw [htan]
    exact hz
  · intro t k₀
    rw [meanVelocity_eq, htan, hz0, mul_zero]

/-- The averaged velocity vanishes on every orbit exactly when `J (c kF tan θ) = 0`. -/
theorem meanVelocity_vanishes_iff (t c kF θ : ℝ) (ht : t ≠ 0) (hc : c ≠ 0) :
    (∀ k₀, meanVelocity t c kF θ k₀ = 0) ↔ J (c * kF * tan θ) = 0 := by
  constructor
  · intro h
    -- at `k₀ = π / (2 c)` the velocity is `2 t c`, which is nonzero
    have h1 := h (π / 2 / c)
    rw [meanVelocity_eq, interlayerVelocity_eq, mul_div_cancel₀ _ hc,
      Real.sin_pi_div_two, mul_one] at h1
    exact (mul_eq_zero.1 h1).resolve_left (mul_ne_zero (mul_ne_zero two_ne_zero ht) hc)
  · intro h k₀
    rw [meanVelocity_eq, h, mul_zero]

/-- If the averaged velocity vanishes on every orbit, then `|c kF tan θ|` is at least `2`. -/
theorem two_le_of_vanishing (t c kF θ : ℝ) (ht : t ≠ 0) (hc : c ≠ 0)
    (h : ∀ k₀, meanVelocity t c kF θ k₀ = 0) : 2 ≤ |c * kF * tan θ| := by
  have h0 := (meanVelocity_vanishes_iff t c kF θ ht hc).1 h
  have h1 := (J_bounds (c * kF * tan θ)).1
  rw [h0, ← sq_abs] at h1
  nlinarith [abs_nonneg (c * kF * tan θ)]

end

end YamajiAngle
```

```lean
#print axioms YamajiAngle.orbitKz_plane
-- 'YamajiAngle.orbitKz_plane' depends on axioms: [propext, Classical.choice, Quot.sound]
#print axioms YamajiAngle.interlayerVelocity_eq
-- 'YamajiAngle.interlayerVelocity_eq' depends on axioms: [propext, Classical.choice, Quot.sound]
#print axioms YamajiAngle.exists_yamaji_angle
-- 'YamajiAngle.exists_yamaji_angle' depends on axioms: [propext, Classical.choice, Quot.sound]
#print axioms YamajiAngle.two_le_of_vanishing
-- 'YamajiAngle.two_le_of_vanishing' depends on axioms: [propext, Classical.choice, Quot.sound]
```

## Physical quantities and quantifiers in the Lean statements

All parameters are real numbers. `orbitMean` is the normalised azimuthal integral, `interlayerVelocity` is the derivative of `interlayerEnergy`, and `meanVelocity` averages that velocity along `orbitKz`.

In `exists_yamaji_angle`, the hypotheses `0 < c` and `0 < kF` express a positive layer spacing and Fermi radius. The angle is chosen before `∀ t k₀`, so one tilt serves all hoppings and all orbits. `Set.Ioo` makes the angular interval open, while `Set.Icc` includes both ends of the bracket.

`meanVelocity_vanishes_iff` says that, for nonzero `t` and `c`, cancellation on every orbit is equivalent to a zero of `J`. `two_le_of_vanishing` adds, again for nonzero `t` and `c`, the lower limit on |c kF tan θ|. The domain for the orbit formula is cos θ ≠ 0; Lean assigns tan θ the value 0 elsewhere, where these two statements have no physical reading.

## How the lemmas follow the integrals

`orbitKz_plane` checks the plane equation and `interlayerVelocity_eq` evaluates the derivative. In `orbitMean_sin`, `integral_comp_add_right` performs the half-turn shift, and `integral_add_adjacent_intervals` joins the two halves. `meanVelocity_eq` applies the result to the orbit, using the evenness of `J`.

`cos_le_quartic` proves that g is monotone from the sign of its derivative, then treats y² ≤ 6 and y² ≥ 6 separately. `orbitMean_quartic` supplies the means of cos² and cos⁴, the latter through Mathlib's reduction formula for powers of cosine. `J_bounds` integrates the pointwise inequalities.

The existence proof combines these bounds with continuity and the arctangent. The equivalence substitutes `π / 2 / c` for `k₀`, and the last theorem inserts the zero into the lower bound on `J`.

## The intermediate value theorem as a set inclusion

The zero comes from `intermediate_value_Icc'`. For a function f continuous on [a, b] with a ≤ b, it states that every value in [f(b), f(a)] is attained on [a, b]. The prime marks this order of the end values, which suits a function going from nonnegative to nonpositive; f need not be monotone.

Here the pair `⟨hhi, hlo⟩` proves that 0 lies in [J(2√2), J(2)]. The inclusion turns it into a point `z`, a proof `hz` that z lies in the bracket, and the equation `hz0 : J z = 0`. Continuity of `J` comes from a Mathlib theorem on integrals with a parameter, which needs the integrand cos(z cos φ) to be jointly continuous in z and φ.

## Uniform azimuthal motion, weak hopping and the resistivity

The orbit and its uniform average are put in by definition. They stand for an isotropic in-plane dispersion and for interlayer hopping so weak that its warping of the Fermi cylinder can be neglected and the azimuth advances at a nearly constant rate. In a tilted field, the constant rate also requires |v| tan θ to be small compared with the in-plane Fermi velocity. The plane equation is proved, but the equations of motion are not derived. A noncircular Fermi line or a higher-order correction in t needs a different average.

Within this model, the theorems guarantee at least one cancelling tilt in the bracket and exclude any with |c kF tan θ| < 2. They do not settle whether the bracket holds only one, and they do not describe the sequence of larger Yamaji angles, the further tilts at which J(c kF tan θ) vanishes. Nor do they treat scattering or conductivity, so the magnetoresistance maximum associated with a Yamaji angle requires a further transport argument. Quadrature error and floating-point error in a code must be controlled separately.
